# A function of finitely many ±1 spins has no cluster larger than \(k\) sites exactly when its alternating flip sums over \(k+1\) sites vanish

Let \(F\) be a real function of finitely many spins \(\sigma_i=\pm1\). All its cluster coefficients on more than \(k\) sites are zero if and only if, for every configuration \(\sigma\) and every set \(R\) of \(k+1\) sites,

\[
\sum_{A\subseteq R}(-1)^{|A|}F(\sigma^A)=0 ,
\]

where \(\sigma^A\) is \(\sigma\) with the spins on \(A\) reversed. For a binary alloy on a fixed finite set of sites, with \(F\) the energy of each occupation, this expresses the exactness of a cluster expansion truncated at \(k\) sites through energy differences alone, without fitted interactions.

The proof uses that the spins take two opposite values and that the sites are finite in number, and the test runs over all \(\sigma\) and all \(R\). Nothing is assumed about symmetry, distance or the form of \(F\). The examples showing what can go wrong with a third spin value, infinitely many sites or an incomplete test are short calculations by hand and are not part of the Lean file.

## Two opposite values per site

Physically, \(\sigma_i=\pm1\) says which of two species occupies site \(i\), or whether an Ising spin points up or down. In Lean a spin is an element of `ℤˣ`, the invertible integers, which are exactly \(1\) and \(-1\).

```lean
import Mathlib

namespace ClusterOrder

noncomputable section

/-- A configuration assigns a spin `+1` or `-1` to every site. -/
abbrev Config (ι : Type*) := ι → ℤˣ
```

Reversing a spin is then negation, and `flipOn A σ` is \(\sigma^A\).

```lean
variable {ι : Type*} [DecidableEq ι]

/-- The configuration obtained from `σ` by reversing the spins on the sites in `A`. -/
def flipOn (A : Finset ι) (σ : Config ι) : Config ι :=
  fun i => if i ∈ A then -σ i else σ i
```

The cluster function of a set \(S\) of sites is \(\Phi_S(\sigma)=\prod_{i\in S}\sigma_i\), with \(\Phi_\emptyset=1\). A cluster here is any set of labelled sites, near or far apart.

```lean
/-- The cluster function of `S`: the product of the spins on the sites of `S`. -/
def clusterFn (S : Finset ι) (σ : Config ι) : ℝ := ∏ i ∈ S, ((σ i : ℤ) : ℝ)
```

Write \(D_RF(\sigma)\) for the alternating sum displayed above; in Lean it is `altFlip R F σ`.

```lean
/-- The alternating sum of `F` over all ways of flipping spins inside the region `R`. -/
def altFlip (R : Finset ι) (F : Config ι → ℝ) (σ : Config ι) : ℝ :=
  ∑ A ∈ R.powerset, (-1) ^ A.card * F (flipOn A σ)
```

Each flipped site that belongs to \(S\) contributes one minus sign to the cluster function:

\[
\Phi_S(\sigma^A)=(-1)^{|A\cap S|}\,\Phi_S(\sigma).
\]

Lean writes the sign as a product over \(A\), with a factor \(-1\) for sites in \(S\) and \(1\) for the others.

```lean
/-- Flipping the spins on `A` multiplies the cluster function of `S` by `-1` for each
site of `A` that lies in `S`. -/
theorem clusterFn_flipOn (S A : Finset ι) (σ : Config ι) :
    clusterFn S (flipOn A σ) =
      (∏ i ∈ A, if i ∈ S then (-1 : ℝ) else 1) * clusterFn S σ := by
  have h : (∏ i ∈ S, if i ∈ A then (-1 : ℝ) else 1) =
      ∏ i ∈ A, if i ∈ S then (-1 : ℝ) else 1 := by
    rw [Finset.prod_ite_mem, Finset.prod_ite_mem, Finset.inter_comm S A]
  unfold clusterFn
  rw [← h, ← Finset.prod_mul_distrib]
  refine Finset.prod_congr rfl fun i _ => ?_
  by_cases hi : i ∈ A <;> simp [flipOn, hi]
```

Inserting this in the alternating sum gives one independent choice, flip or no flip, for each site of \(R\):

\[
D_R\Phi_S=\Phi_S\sum_{A\subseteq R}(-1)^{|A|+|A\cap S|}
=\Phi_S\prod_{i\in R}(1+\varepsilon_i),
\]

where \(\varepsilon_i=1\) if \(i\in S\) and \(\varepsilon_i=-1\) otherwise. If \(R\subseteq S\), every factor is \(2\) and \(D_R\Phi_S=2^{|R|}\Phi_S\). If some site of \(R\) lies outside \(S\), its factor is zero and so is the result. In the proof, `Finset.prod_one_add` expands the product into the sum over subsets, and the case split on `R ⊆ S` evaluates it.

```lean
/-- The alternating flip sum over `R` multiplies the cluster function of `S` by `2 ^ |R|`
if `S` contains `R`, and annihilates it otherwise. -/
theorem altFlip_clusterFn (R S : Finset ι) (σ : Config ι) :
    altFlip R (clusterFn S) σ = if R ⊆ S then 2 ^ R.card * clusterFn S σ else 0 := by
  -- the sum over subsets factorises into one factor per site of `R`
  have h : altFlip R (clusterFn S) σ =
      (∏ i ∈ R, (1 + (if i ∈ S then (1 : ℝ) else -1))) * clusterFn S σ := by
    rw [Finset.prod_one_add, Finset.sum_mul]
    unfold altFlip
    refine Finset.sum_congr rfl fun A _ => ?_
    rw [clusterFn_flipOn, ← mul_assoc, ← Finset.prod_const, ← Finset.prod_mul_distrib]
    congr 1
    refine Finset.prod_congr rfl fun i _ => ?_
    split_ifs <;> norm_num
  rw [h]
  by_cases hRS : R ⊆ S
  · have h2 : (∏ i ∈ R, (1 + (if i ∈ S then (1 : ℝ) else -1))) = ∏ _i ∈ R, (2 : ℝ) :=
      Finset.prod_congr rfl fun i hi => by rw [if_pos (hRS hi)]; norm_num
    rw [if_pos hRS, h2, Finset.prod_const]
  · obtain ⟨i, hi, hiS⟩ := Finset.not_subset.mp hRS
    have h0 : (∏ i ∈ R, (1 + (if i ∈ S then (1 : ℝ) else -1))) = 0 :=
      Finset.prod_eq_zero hi (by simp [hiS])
    rw [if_neg hRS, h0, zero_mul]
```

The operator \(D_R\) is linear, so it acts separately on each term of a finite combination of cluster functions.

```lean
/-- The alternating flip sum acts term by term on a combination of cluster functions. -/
theorem altFlip_sum (R : Finset ι) (T : Finset (Finset ι)) (J : Finset ι → ℝ)
    (σ : Config ι) :
    altFlip R (fun τ => ∑ S ∈ T, J S * clusterFn S τ) σ =
      ∑ S ∈ T, J S * altFlip R (clusterFn S) σ := by
  simp only [altFlip, Finset.mul_sum]
  rw [Finset.sum_comm]
  refine Finset.sum_congr rfl fun S _ => Finset.sum_congr rfl fun A _ => ?_
  ring
```

The restriction to two values matters again in the completeness relation below, which uses \(\sigma_i^2=1\). With a third value \(0\) allowed, the function \(F=\sigma_1^2\) of a single site satisfies \(F(\sigma)-F(-\sigma)=0\) everywhere and passes the test for \(k=0\), yet it is not constant.

## Finitely many sites

Let \(N\) be the number of sites. The cluster coefficient is the uniform average over all \(2^N\) configurations,

\[
F_S=\frac1{2^N}\sum_\sigma F(\sigma)\Phi_S(\sigma).
\]

Every configuration has equal weight, whatever its composition or energy; no Boltzmann factor enters. Finiteness enters Lean through `[Fintype ι]`, which is needed from this definition onwards.

```lean
variable [Fintype ι]

/-- The cluster coefficient of `F` on `S`: the average of `F` times the cluster function
of `S` over all configurations. -/
def coeff (F : Config ι → ℝ) (S : Finset ι) : ℝ :=
  (∑ σ, F σ * clusterFn S σ) / 2 ^ Fintype.card ι
```

The condition "no cluster larger than \(k\) sites" is the vanishing of \(F_S\) whenever \(|S|>k\).

```lean
/-- `F` has no cluster larger than `k` sites: its coefficients on larger clusters vanish. -/
def HasOrderLE (F : Config ι → ℝ) (k : ℕ) : Prop :=
  ∀ S : Finset ι, k < S.card → coeff F S = 0
```

By hand, finiteness is used first for completeness. For two configurations \(\tau\) and \(\sigma\),

\[
\sum_S\Phi_S(\tau)\Phi_S(\sigma)=\prod_i(1+\tau_i\sigma_i)
=\begin{cases}2^N,&\tau=\sigma,\\0,&\tau\ne\sigma,\end{cases}
\]

because a site where the two differ gives a factor \(1-1=0\). Therefore

\[
\sum_S F_S\Phi_S(\sigma)
=\frac1{2^N}\sum_\tau F(\tau)\sum_S\Phi_S(\tau)\Phi_S(\sigma)=F(\sigma).
\]

The statement `key` in the proof is the completeness relation, and the final `calc` block is this last line read from right to left.

```lean
/-- Every function of the spins equals its cluster expansion. -/
theorem cluster_expansion (F : Config ι → ℝ) (σ : Config ι) :
    F σ = ∑ S, coeff F S * clusterFn S σ := by
  -- completeness: summing over clusters singles out one configuration
  have key : ∀ τ : Config ι, ∑ S : Finset ι, clusterFn S τ * clusterFn S σ =
      if τ = σ then (2 : ℝ) ^ Fintype.card ι else 0 := by
    intro τ
    have h : ∑ S : Finset ι, clusterFn S τ * clusterFn S σ =
        ∏ i, (1 + ((τ i : ℤ) : ℝ) * ((σ i : ℤ) : ℝ)) := by
      rw [Finset.prod_one_add, Finset.powerset_univ]
      refine Finset.sum_congr rfl fun S _ => ?_
      unfold clusterFn
      rw [Finset.prod_mul_distrib]
    rw [h]
    by_cases hτ : τ = σ
    · have h2 : ∀ i, 1 + ((σ i : ℤ) : ℝ) * ((σ i : ℤ) : ℝ) = 2 := by
        intro i
        rcases Int.units_eq_one_or (σ i) with a | a <;> rw [a] <;> norm_num
      rw [if_pos hτ, hτ]
      simp only [h2, Finset.prod_const, Finset.card_univ]
    · obtain ⟨i, hi⟩ := Function.ne_iff.mp hτ
      rw [if_neg hτ]
      refine Finset.prod_eq_zero (Finset.mem_univ i) ?_
      rcases Int.units_eq_one_or (τ i) with a | a <;>
        rcases Int.units_eq_one_or (σ i) with b | b <;>
        first
          | exact absurd (a.trans b.symm) hi
          | simp [a, b]
  calc F σ = (∑ τ, F τ * (if τ = σ then (2 : ℝ) ^ Fintype.card ι else 0))
        / 2 ^ Fintype.card ι := by simp
    _ = (∑ τ, F τ * ∑ S : Finset ι, clusterFn S τ * clusterFn S σ)
        / 2 ^ Fintype.card ι := by simp only [key]
    _ = ∑ S, coeff F S * clusterFn S σ := by
      simp only [Finset.mul_sum]
      rw [Finset.sum_comm, Finset.sum_div]
      refine Finset.sum_congr rfl fun S _ => ?_
      rw [coeff, div_mul_eq_mul_div, Finset.sum_mul]
      congr 1
      exact Finset.sum_congr rfl fun τ _ => by ring
```

Applying \(D_R\) to the expansion keeps only the clusters that contain \(R\):

\[
D_RF(\sigma)=2^{|R|}\sum_{S\supseteq R}F_S\Phi_S(\sigma).
\]

```lean
/-- The alternating flip sum over `R` is `2 ^ |R|` times the part of the cluster expansion
carried by the clusters that contain `R`. -/
theorem altFlip_eq (R : Finset ι) (F : Config ι → ℝ) (σ : Config ι) :
    altFlip R F σ = 2 ^ R.card * ∑ S with R ⊆ S, coeff F S * clusterFn S σ := by
  have hF : F = fun τ => ∑ S, coeff F S * clusterFn S τ := funext (cluster_expansion F)
  have h : altFlip R F σ = ∑ S, coeff F S * altFlip R (clusterFn S) σ :=
    (congrArg (fun G => altFlip R G σ) hF).trans (altFlip_sum R Finset.univ (coeff F) σ)
  rw [h, Finset.mul_sum, Finset.sum_filter]
  refine Finset.sum_congr rfl fun S _ => ?_
  rw [altFlip_clusterFn]
  split_ifs <;> ring
```

The second use of finiteness is a relabelling of the sum over configurations. Flipping \(A\) twice restores \(\sigma\), so \(\sigma\mapsto\sigma^A\) is a permutation of the configurations, and for any real function \(G\)

\[
\sum_\sigma F(\sigma^A)G(\sigma)=\sum_\sigma F(\sigma)G(\sigma^A).
\]

Multiplying by \((-1)^{|A|}\) and summing over \(A\subseteq R\) moves \(D_R\) from \(F\) to \(G\). Lean builds the permutation from the involution `hinv` and relabels with `Fintype.sum_equiv`.

```lean
/-- The alternating flip sum is self-adjoint for the sum over all configurations. -/
theorem altFlip_selfAdjoint (R : Finset ι) (F G : Config ι → ℝ) :
    ∑ σ, altFlip R F σ * G σ = ∑ σ, F σ * altFlip R G σ := by
  have hinv : ∀ A : Finset ι, Function.Involutive (flipOn A) := by
    intro A σ
    funext i
    by_cases hi : i ∈ A <;> simp [flipOn, hi]
  simp only [altFlip, Finset.sum_mul, Finset.mul_sum]
  conv_lhs => rw [Finset.sum_comm]
  conv_rhs => rw [Finset.sum_comm]
  refine Finset.sum_congr rfl fun A _ => ?_
  -- relabel the configurations by the flip on `A`
  refine Fintype.sum_equiv (Function.Involutive.toPerm (flipOn A) (hinv A)) _ _ fun σ => ?_
  change (-1) ^ A.card * F (flipOn A σ) * G σ =
    F (flipOn A σ) * ((-1) ^ A.card * G (flipOn A (flipOn A σ)))
  have h2 : flipOn A (flipOn A σ) = σ := hinv A σ
  rw [h2]
  ring
```

With \(G=\Phi_S\), the known action on cluster functions gives the coefficients of \(D_RF\): \((D_RF)_S=2^{|R|}F_S\) if \(R\subseteq S\), and zero otherwise.

```lean
/-- The alternating flip sum over `R` multiplies the coefficient on `S` by `2 ^ |R|` if
`S` contains `R`, and removes it otherwise. -/
theorem coeff_altFlip (R S : Finset ι) (F : Config ι → ℝ) :
    coeff (altFlip R F) S = if R ⊆ S then 2 ^ R.card * coeff F S else 0 := by
  unfold coeff
  rw [altFlip_selfAdjoint]
  simp only [altFlip_clusterFn]
  by_cases h : R ⊆ S
  · simp only [if_pos h]
    rw [← mul_div_assoc, Finset.mul_sum]
    congr 1
    exact Finset.sum_congr rfl fun σ _ => by ring
  · simp [h]
```

On an infinite set of sites the flip sums still make sense, but the finite average defining \(F_S\) does not, and vanishing flip sums no longer ensure that \(F\) is a combination of clusters of at most \(k\) sites. Let \(F\) be \(1\) when all but finitely many spins are \(+1\), and \(0\) otherwise. Finite flips never change \(F\), so every sum over a nonempty finite \(R\) vanishes, including those that test for \(k=0\), although \(F\) is not constant.

## Every configuration and every set of \(k+1\) sites

The flip sum over one site is an energy difference. Over two sites it measures how the energy change of one flip depends on the other spin, and larger sets continue the pattern. The condition requires this \((k+1)\)-site combination to vanish in every environment.

Suppose first that \(F\) has no cluster larger than \(k\) sites. Any \(S\supseteq R\) has at least \(k+1\) sites, so every term in the formula for \(D_RF\) is zero. Conversely, suppose all the flip sums vanish and \(|S|>k\). Choose \(R\subseteq S\) with \(k+1\) sites. Since \(D_RF\) is zero in every configuration, so is its coefficient on \(S\), and

\[
0=(D_RF)_S=2^{k+1}F_S ,
\]

which gives \(F_S=0\).

The theorem writes the alternating sum out in full, and its two branches follow these two arguments. `Finset.exists_subset_card_eq` supplies \(R\), and `hz` records that \(D_RF\) vanishes for all \(\sigma\).

```lean
/-- A function of the spins has no cluster larger than `k` sites if and only if its
alternating flip sum over every set of `k + 1` sites vanishes in every configuration. -/
theorem hasOrderLE_iff_altFlip (F : Config ι → ℝ) (k : ℕ) :
    HasOrderLE F k ↔
      ∀ (σ : Config ι) (R : Finset ι), R.card = k + 1 →
        ∑ A ∈ R.powerset, (-1) ^ A.card * F (flipOn A σ) = 0 := by
  constructor
  · intro hF σ R hR
    change altFlip R F σ = 0
    rw [altFlip_eq, Finset.sum_eq_zero, mul_zero]
    intro S hS
    have hc := Finset.card_le_card (Finset.mem_filter.mp hS).2
    rw [hF S (by omega), zero_mul]
  · intro H S hS
    -- test the large cluster `S` with `k + 1` of its own sites
    obtain ⟨R, hRS, hR⟩ := Finset.exists_subset_card_eq (Nat.succ_le_of_lt hS)
    have hz : ∀ σ, altFlip R F σ = 0 := fun σ => H σ R hR
    have h := coeff_altFlip R S F
    have h0 : coeff (altFlip R F) S = 0 := by simp [coeff, hz]
    rw [h0, if_pos hRS] at h
    exact (mul_eq_zero.mp h.symm).resolve_left (by positivity)
```

In general, neither quantifier can be dropped. With two sites and \(k=0\), the function \(F=\sigma_1+\sigma_2-\sigma_1\sigma_2\) has vanishing single-flip differences at \(\sigma=(+1,+1)\), yet it is not constant. If one set \(R_0\) of \(k+1\) sites is left untested, \(F=\Phi_{R_0}\) passes all the other tests and still has a cluster of \(k+1\) sites. If \(k\ge N\), there are no sets to test and no clusters to exclude, so both conditions hold trivially.

Every sum contains single-site flips, which change the composition, so energies at a single composition do not supply the sums. The equivalence also concerns exact zeros: it gives no error estimate for small but nonzero flip sums.

## Interactions \(J\) on at most \(k\) sites

A cluster-expansion model of an alloy is usually specified by interactions \(J_S\), not by averages. The order condition is equivalent to the existence of some \(J\) with

\[
F(\sigma)=\sum_{|S|\le k}J_S\Phi_S(\sigma)\quad\text{for all }\sigma .
\]

If the order condition holds, \(J_S=F_S\) works. If such a \(J\) exists, a set \(R\) of \(k+1\) sites fits inside no cluster in the sum, so \(D_R\) removes every term and the previous theorem applies. The bound \(|S|\le k\) is what rules out \(R\subseteq S\); in Lean it enters as `hk` and yields `hn`.

```lean
/-- A function has no cluster larger than `k` sites if and only if it can be written, with
some choice of interactions `J`, as a sum over clusters of at most `k` sites. -/
theorem hasOrderLE_iff_exists (F : Config ι → ℝ) (k : ℕ) :
    HasOrderLE F k ↔ ∃ J : Finset ι → ℝ, ∀ σ,
      F σ = ∑ S with S.card ≤ k, J S * clusterFn S σ := by
  constructor
  · intro hF
    refine ⟨coeff F, fun σ => ?_⟩
    rw [cluster_expansion F σ, Finset.sum_filter]
    refine Finset.sum_congr rfl fun S _ => ?_
    split_ifs with h
    · rfl
    · rw [hF S (by omega), zero_mul]
  · rintro ⟨J, hJ⟩
    refine (hasOrderLE_iff_altFlip F k).mpr fun σ R hR => ?_
    change altFlip R F σ = 0
    rw [funext hJ, altFlip_sum]
    refine Finset.sum_eq_zero fun S hS => ?_
    have hk := (Finset.mem_filter.mp hS).2
    have hn : ¬ R ⊆ S := fun h => by
      have hc := Finset.card_le_card h
      omega
    rw [altFlip_clusterFn, if_neg hn, mul_zero]
```

## No cluster larger than \(R\)

If \(F\) has no cluster with more than \(|R|\) sites, the flip sum over \(R\) isolates one coefficient. Among the clusters that contain \(R\), all except \(R\) itself are larger and drop out, leaving

\[
D_RF(\sigma)=2^{|R|}F_R\,\Phi_R(\sigma).
\]

Since \(\Phi_R(\sigma)^2=1\), multiplying by \(\Phi_R(\sigma)/2^{|R|}\) gives \(F_R\) from \(2^{|R|}\) energies around any one configuration. The hypothesis `hF` removes the larger clusters inside `Finset.sum_eq_single`. Without it they remain: for two sites and \(R=\{1\}\), the flip sum is \(2(F_{\{1\}}\sigma_1+F_{\{1,2\}}\sigma_1\sigma_2)\), which mixes the point and pair coefficients.

```lean
/-- If `F` has no cluster larger than `R`, the alternating flip sum over `R` equals
`2 ^ |R|` times the coefficient on `R` times the cluster function of `R`. -/
theorem altFlip_top_order (F : Config ι → ℝ) (R : Finset ι) (hF : HasOrderLE F R.card)
    (σ : Config ι) :
    altFlip R F σ = 2 ^ R.card * (coeff F R * clusterFn R σ) := by
  rw [altFlip_eq, Finset.sum_eq_single R]
  · intro S hS hne
    have hlt := Finset.card_lt_card
      (Finset.ssubset_iff_subset_ne.mpr ⟨(Finset.mem_filter.mp hS).2, hne.symm⟩)
    rw [hF S hlt, zero_mul]
  · intro h
    exact absurd (Finset.mem_filter.mpr ⟨Finset.mem_univ R, Finset.Subset.refl R⟩) h

end

end ClusterOrder
```

```lean
#print axioms ClusterOrder.hasOrderLE_iff_altFlip
#print axioms ClusterOrder.hasOrderLE_iff_exists
#print axioms ClusterOrder.altFlip_top_order
```

```
'ClusterOrder.hasOrderLE_iff_altFlip' depends on axioms: [propext, Classical.choice, Quot.sound]
'ClusterOrder.hasOrderLE_iff_exists' depends on axioms: [propext, Classical.choice, Quot.sound]
'ClusterOrder.altFlip_top_order' depends on axioms: [propext, Classical.choice, Quot.sound]
```
